# Translation-invariant matrices on a finite abelian group are exactly those with every character as an eigenvector

Let \(G\) be a finite abelian group, written additively, with \(|G|\) elements, and let \(H\) be a complex matrix whose rows and columns are labelled by elements of \(G\). Then \(H_{i+g,\,j+g} = H_{ij}\) for all \(i, j, g \in G\) if and only if every complex character \(\chi\) of \(G\), read as the vector with components \(\chi(j)\), is an eigenvector of \(H\), with zero allowed as an eigenvalue. For such an invariant \(H\) and a real number \(m\), the variational bound \(m\, v^\dagger v \le \operatorname{Re}\, v^\dagger H v\) holds for all complex vectors \(v\) on \(G\) if and only if \(m\) is at most the real part of the eigenvalue of every character. For a non-interacting tight-binding model with one orbital per unit cell, orthonormal orbitals, periodic boundary conditions and a Hermitian Hamiltonian that is invariant under all lattice translations, this says that the states with plane-wave amplitudes on the sites are stationary and that the lowest one-particle energy is the smallest band energy among the wave vectors that the boundary conditions allow.

## Sites and plane waves

The elements of \(G\) are the lattice sites, and adding \(g\) translates every site by \(g\). A ring of \(N\) sites is the group \(\mathbb{Z}_N\) of integers modulo \(N\), and a periodic box in three dimensions is a product of three such groups. A state is a function \(v : G \to \mathbb{C}\) with components \(v_j\). A character is a function \(\chi : G \to \mathbb{C}\) with
\[ \chi(0) = 1, \qquad \chi(x+y) = \chi(x)\chi(y) \quad (x, y \in G). \]
Because some positive multiple of each \(x\) is zero, \(\chi(x)\) is a root of unity, and so \(\chi(-x) = \overline{\chi(x)}\). On the ring the characters are the plane waves \(\chi_n(j) = \exp(2\pi \mathrm{i}\, n j/N)\) with \(n = 0, \dots, N-1\), where the upright \(\mathrm{i}\) is the imaginary unit and the italic \(i\) remains a site label.

In Lean the group is a type `G` with `AddCommGroup G`, a matrix is a term of `Matrix G G ℂ`, a state is a term of `G → ℂ`, and a character is a term of `AddChar G ℂ`, with `⇑χ` the underlying vector. The one-element group is allowed: it has a single character, and every \(1 \times 1\) matrix is invariant.

```lean
import Mathlib

open Matrix Finset ComplexConjugate

namespace FiniteBloch

noncomputable section

variable {G : Type*} [AddCommGroup G] [Fintype G] [DecidableEq G]
```

Translation invariance is the condition \(H_{i+g,\,j+g} = H_{ij}\). It expresses that the matrix element between two sites depends only on the displacement from one to the other. Hermiticity of \(H\) is assumed nowhere, so eigenvalues are complex numbers throughout.

```lean
/-- The matrix elements of `H` are unchanged when both sites are shifted by the same `g`. -/
def TranslationInvariant (H : Matrix G G ℂ) : Prop :=
  ∀ i j g, H (i + g) (j + g) = H i j
```

An eigenvector is a nonzero \(v\) with \(Hv = Ev\) for some complex number \(E\). The value \(E = 0\) has to be admitted: the zero matrix is invariant and sends every character to zero. The product \(Hv\) is written `H *ᵥ v`.

```lean
/-- `v` is a nonzero vector with `H v = E v` for some complex `E`, zero included. -/
def IsEigenvector (H : Matrix G G ℂ) (v : G → ℂ) : Prop :=
  v ≠ 0 ∧ ∃ E : ℂ, H *ᵥ v = E • v
```

The band energy of a character is read off the row of \(H\) at the origin,
\[ \varepsilon(\chi) = \sum_{d \in G} H_{0d}\, \chi(d). \]
The definition applies to any matrix, and it becomes an eigenvalue once \(H\) is invariant.

```lean
/-- The band energy of the character `χ`: the row of `H` at the origin summed against `χ`. -/
def bandEnergy (H : Matrix G G ℂ) (χ : AddChar G ℂ) : ℂ :=
  ∑ d, H 0 d * χ d
```

The amplitude of the plane wave \(\chi\) in the state \(v\) is the overlap
\[ A_\chi(v) = \sum_j \chi(-j)\, v_j = \chi^\dagger v . \]
The characters are not normalised, since \(\chi^\dagger \chi = |G|\). The unit plane wave is \(\chi/\sqrt{|G|}\), and the normalised amplitude is \(A_\chi(v)/\sqrt{|G|}\).

```lean
/-- The unnormalised amplitude of the plane wave `χ` in the state `v`. -/
def amp (χ : AddChar G ℂ) (v : G → ℂ) : ℂ :=
  ∑ j, χ (-j) * v j
```

## Hopping on a ring

A concrete invariant matrix couples each site to the sites one step \(a \in G\) ahead and one step behind,
\[ H_{ij} = -\left(\delta_{j,\,i+a} + \delta_{i,\,j+a}\right), \]
with \(\delta\) the Kronecker symbol. The amplitude \(-1\) stands for a hopping integral of negative sign whose magnitude serves as the unit of energy.

```lean
/-- Hopping with amplitude `-1` by the step `a`, forwards and backwards. -/
def hopping (a : G) : Matrix G G ℂ :=
  Matrix.of fun i j => -((if j = i + a then 1 else 0) + (if i = j + a then 1 else 0))
```

For \(G = \mathbb{Z}_5\) and \(a = 1\), the equation \(j + g = i + g + 1\) is equivalent to \(j = i + 1\), and likewise with \(i\) and \(j\) exchanged, so both Kronecker symbols are unchanged by the shift. The entries \(H_{00} = 0\) and \(H_{01} = -1\) differ, so the matrix is not constant, and since \(H_{01}\) is a nonzero off-diagonal entry it is not a multiple of the identity.

```lean
/-- Nearest-neighbour hopping on the five-site ring is translation invariant, with entry
`0` at `(0,0)` and entry `-1` at `(0,1)`. -/
theorem translationInvariant_witness :
    TranslationInvariant (hopping (1 : ZMod 5)) ∧
      hopping (1 : ZMod 5) 0 0 = 0 ∧ hopping (1 : ZMod 5) 0 1 = -1 := by
  have h0 : ¬ (0 : ZMod 5) = 0 + 1 := by decide
  have h1 : (1 : ZMod 5) = 0 + 1 := by decide
  have h2 : ¬ (0 : ZMod 5) = 1 + 1 := by decide
  refine ⟨fun i j g => ?_, ?_, ?_⟩
  · simp only [hopping, of_apply, add_right_comm _ g (1 : ZMod 5), add_left_inj]
  · rw [hopping, of_apply, if_neg h0]
    simp
  · rw [hopping, of_apply, if_pos h1, if_neg h2]
    simp
```

The shift is cancelled by `add_right_comm` and `add_left_inj`, and the three comparisons modulo five are settled by `decide`. Inserting the row at the origin into the band energy gives \(\varepsilon(\chi) = -(\chi(a) + \chi(-a))\), which on a ring with \(a = 1\) is the familiar \(-2\cos(2\pi n/N)\). On the two-site ring the forward and backward terms fall on the same entry, \(H_{01} = -2\), and the cosine formula still applies.

## Invariance makes each character an eigenvector

Let \(H\) be invariant. In the sum for the component \(i\) of \(H\chi\), substitute \(j = d + i\), which runs over \(G\) once as \(d\) does:
\[ (H\chi)_i = \sum_j H_{ij}\chi(j) = \sum_d H_{i,\,d+i}\,\chi(d+i) = \sum_d H_{0d}\,\chi(d)\,\chi(i) = \varepsilon(\chi)\,\chi(i). \]
The third equality uses invariance in the form \(H_{0+i,\,d+i} = H_{0d}\) together with the product rule for \(\chi\).

```lean
omit [DecidableEq G] in
/-- A translation-invariant matrix multiplies each character by its band energy. -/
theorem mulVec_char {H : Matrix G G ℂ} (hH : TranslationInvariant H) (χ : AddChar G ℂ) :
    H *ᵥ ⇑χ = bandEnergy H χ • ⇑χ := by
  funext i
  simp only [mulVec, dotProduct, Pi.smul_apply, smul_eq_mul, bandEnergy, sum_mul]
  -- shift the summation index by i
  rw [← Equiv.sum_comp (Equiv.addRight i)]
  refine sum_congr rfl fun d _ => ?_
  have h := hH 0 d i
  rw [zero_add] at h
  rw [Equiv.coe_addRight]
  simp only [h, AddChar.map_add_eq_mul, mul_assoc]
```

The theorem `mulVec_char` reads \(H\chi = \varepsilon(\chi)\chi\) for each character, under the hypothesis `hH` of invariance. The substitution is `Equiv.sum_comp (Equiv.addRight i)`, the instance of invariance is `hH 0 d i`, and the product rule is `AddChar.map_add_eq_mul`.

## Matrix elements recovered from the eigenvalues

The converse rests on the completeness of the characters,
\[ \sum_\chi \chi(x) = |G|\,\delta_{x,0}. \]
At \(x = 0\) this says that there are \(|G|\) characters, which holds because \(G\) is a product of cyclic groups and each factor \(\mathbb{Z}_N\) contributes its \(N\) plane waves. For \(x \ne 0\) some character \(\chi'\) has \(\chi'(x) \ne 1\). Multiplication by \(\chi'\) permutes the characters, so the sum equals \(\chi'(x)\) times itself and vanishes. On a ring this is the geometric sum of \(\exp(2\pi\mathrm{i}\,nx/N)\) over \(n\).

Suppose now that \(H\chi = E(\chi)\chi\) for every \(\chi\), with arbitrary complex numbers \(E(\chi)\) and without assuming invariance. Multiply the component \(i\) of this equation by \(\chi(-j)\) and sum over the characters, with \(k\) a site index:
\[ \sum_\chi E(\chi)\,\chi(i-j) = \sum_\chi \sum_k H_{ik}\,\chi(k-j) = \sum_k H_{ik} \sum_\chi \chi(k-j) = |G|\,H_{ij}. \]

```lean
/-- If `H` multiplies every character `χ` by a number `E χ`, then `|G| H i j` is the sum of
`E χ * χ (i - j)` over all characters. -/
theorem card_mul_entry {H : Matrix G G ℂ} {E : AddChar G ℂ → ℂ}
    (hE : ∀ χ : AddChar G ℂ, H *ᵥ ⇑χ = E χ • ⇑χ) (i j : G) :
    (Fintype.card G : ℂ) * H i j = ∑ χ : AddChar G ℂ, E χ * χ (i - j) := by
  symm
  calc ∑ χ : AddChar G ℂ, E χ * χ (i - j)
      = ∑ χ : AddChar G ℂ, ∑ k, H i k * χ (k - j) := by
        refine sum_congr rfl fun χ _ => ?_
        have h := congrFun (hE χ) i
        simp only [mulVec, dotProduct, Pi.smul_apply, smul_eq_mul] at h
        simp only [sub_eq_add_neg, AddChar.map_add_eq_mul, ← mul_assoc]
        rw [← h, sum_mul]
    _ = ∑ k, H i k * ∑ χ : AddChar G ℂ, χ (k - j) := by
        rw [sum_comm]
        simp only [mul_sum]
    _ = (Fintype.card G : ℂ) * H i j := by
        -- completeness of the characters
        simp only [AddChar.sum_apply_eq_ite, sub_eq_zero]
        simp [mul_comm]
```

The three lines of the `calc` block are these three equalities. The first takes the component `congrFun (hE χ) i` of the eigenvalue equation and splits \(\chi(i-j)\) and \(\chi(k-j)\) by the product rule. The second exchanges the sums by `sum_comm`. The third invokes completeness, which Mathlib supplies for every finite abelian group as `AddChar.sum_apply_eq_ite`.

## The equivalence

One direction is the eigenvalue equation \(H\chi = \varepsilon(\chi)\chi\), together with \(\chi \ne 0\), which follows from \(\chi(0) = 1\). For the other direction, the expansion above holds for the pair \((i+g, j+g)\) and for the pair \((i,j)\), and
\[ |G|\,H_{i+g,\,j+g} = \sum_\chi E(\chi)\,\chi\big((i+g)-(j+g)\big) = \sum_\chi E(\chi)\,\chi(i-j) = |G|\,H_{ij}. \]
Since \(G\) contains \(0\), the factor \(|G|\) is nonzero and cancels.

```lean
/-- `H` is translation invariant if and only if every complex character of the group is an
eigenvector of `H`. -/
theorem translationInvariant_iff_characters_eigen (H : Matrix G G ℂ) :
    TranslationInvariant H ↔ ∀ χ : AddChar G ℂ, IsEigenvector H ⇑χ := by
  constructor
  · intro hH χ
    refine ⟨fun h0 => ?_, _, mulVec_char hH χ⟩
    have h := congrFun h0 0
    simp at h
  · intro h i j g
    choose E hE using fun χ => (h χ).2
    have hc : (Fintype.card G : ℂ) ≠ 0 := Nat.cast_ne_zero.mpr Fintype.card_ne_zero
    -- the plane-wave expansion depends on i - j only
    apply mul_left_cancel₀ hc
    rw [card_mul_entry hE, card_mul_entry hE, add_sub_add_right_eq_sub]
```

The theorem has no hypothesis on \(H\): for every complex matrix over \(G\), `TranslationInvariant H` is equivalent to `IsEigenvector H ⇑χ` for all `χ`. In the converse, `choose` turns the existence of an eigenvalue for each character into a function `E`, the factor \(|G|\) is removed by `mul_left_cancel₀`, and `add_sub_add_right_eq_sub` is the cancellation of \(g\) in the difference.

Bloch's theorem for a crystal concerns eigenstates that are a plane wave times a cell-periodic function. A matrix indexed by the translation group itself has one orbital per cell, so the periodic factor in the site amplitudes is a constant, there is one band, and the wave vectors form the finite set that periodic boundary conditions select. Continuous space, infinite lattices, spin and several orbitals per cell are not covered. The statement is also about characters being eigenvectors and does not say that each eigenvector is proportional to a character: characters with equal eigenvalues can be superposed, as in the standing waves on a ring.

## The expectation value as a weighted sum of eigenvalues

Keep the hypothesis \(H\chi = E(\chi)\chi\) for all \(\chi\). Conjugating the amplitude gives \(\overline{A_\chi(v)} = \sum_i \chi(i)\,\overline{v_i}\). Insert the expansion of \(|G| H_{ij}\) into the quadratic form and split \(\chi(i-j) = \chi(i)\chi(-j)\):
\[ |G|\, v^\dagger H v = \sum_{i,j} \overline{v_i}\,\big(|G| H_{ij}\big)\, v_j = \sum_{i,j}\sum_\chi E(\chi)\,\big(\chi(i)\overline{v_i}\big)\big(\chi(-j) v_j\big). \]
With the sum over \(\chi\) moved to the outside, the sums over \(i\) and \(j\) factorise:
\[ |G|\, v^\dagger H v = \sum_\chi E(\chi)\,|A_\chi(v)|^2 . \]
In normalised terms, \(v^\dagger H v\) is the sum of the eigenvalues with the weights \(|A_\chi(v)|^2/|G|\).

```lean
/-- If `H` multiplies every character `χ` by `E χ`, then `|G| v† H v` is the sum of `E χ`
weighted by the squared modulus of the plane-wave amplitude of `v`. -/
theorem card_mul_form {H : Matrix G G ℂ} {E : AddChar G ℂ → ℂ}
    (hE : ∀ χ : AddChar G ℂ, H *ᵥ ⇑χ = E χ • ⇑χ) (v : G → ℂ) :
    (Fintype.card G : ℂ) * (star v ⬝ᵥ H *ᵥ v) =
      ∑ χ : AddChar G ℂ, E χ * (Complex.normSq (amp χ v) : ℂ) := by
  have hc : ∀ χ : AddChar G ℂ, conj (amp χ v) = ∑ i, χ i * conj (v i) := by
    intro χ
    simp only [amp, map_sum, map_mul, AddChar.map_neg_eq_conj, Complex.conj_conj]
  calc (Fintype.card G : ℂ) * (star v ⬝ᵥ H *ᵥ v)
      = ∑ i, ∑ j, conj (v i) * ((Fintype.card G : ℂ) * H i j) * v j := by
        simp only [dotProduct, mulVec, mul_sum, Pi.star_apply, Complex.star_def]
        refine sum_congr rfl fun i _ => sum_congr rfl fun j _ => ?_
        ring
    _ = ∑ i, ∑ j, ∑ χ : AddChar G ℂ, E χ * ((χ i * conj (v i)) * (χ (-j) * v j)) := by
        refine sum_congr rfl fun i _ => sum_congr rfl fun j _ => ?_
        rw [card_mul_entry hE, mul_sum, sum_mul]
        refine sum_congr rfl fun χ _ => ?_
        rw [sub_eq_add_neg, AddChar.map_add_eq_mul]
        ring
    _ = ∑ χ : AddChar G ℂ, ∑ i, ∑ j, E χ * ((χ i * conj (v i)) * (χ (-j) * v j)) := by
        symm
        rw [sum_comm]
        exact sum_congr rfl fun i _ => sum_comm
    _ = ∑ χ : AddChar G ℂ, E χ * (Complex.normSq (amp χ v) : ℂ) := by
        refine sum_congr rfl fun χ _ => ?_
        rw [Complex.normSq_eq_conj_mul_self, hc, amp, sum_mul_sum]
        simp only [mul_sum]
```

Here `star v ⬝ᵥ H *ᵥ v` is \(v^\dagger H v\), with the conjugate on the left factor, and `Complex.normSq` is the squared modulus. The auxiliary statement `hc` is the formula for the conjugate amplitude, obtained from `AddChar.map_neg_eq_conj`. The `calc` block writes out the double sum, applies `card_mul_entry hE` to each term, moves the sum over characters outward by two uses of `sum_comm`, and factorises with `sum_mul_sum`.

## The variational bound and the bottom of the band

Let \(H\) be invariant and \(m\) real. Suppose first that \(m\,v^\dagger v \le \operatorname{Re}\, v^\dagger H v\) for all \(v\), and take the plane wave \(v = \chi\) as trial vector. Then \(\chi^\dagger\chi = \sum_i \chi(-i)\chi(i) = |G|\) and \(\chi^\dagger H \chi = \varepsilon(\chi)|G|\), so
\[ m\,|G| \le \operatorname{Re}\varepsilon(\chi)\,|G|, \]
and the positive factor \(|G|\) cancels.

Suppose conversely that \(m \le \operatorname{Re}\varepsilon(\chi)\) for all \(\chi\). The expansion of the quadratic form applied to the identity matrix, whose eigenvalue is \(1\) on each character, is Parseval's identity \(|G|\,v^\dagger v = \sum_\chi |A_\chi(v)|^2\), so that for a unit vector the normalised weights add up to one. Applied to \(H\) with \(E = \varepsilon\) it gives the weighted sum of band energies. The weights are real and non-negative, hence
\[ |G|\,m\,v^\dagger v = \sum_\chi m\,|A_\chi(v)|^2 \le \sum_\chi \operatorname{Re}\varepsilon(\chi)\,|A_\chi(v)|^2 = |G|\operatorname{Re}\, v^\dagger H v . \]

```lean
/-- For translation-invariant `H`, the bound `m v†v ≤ Re v† H v` holds for all states `v`
if and only if `m` is at most the real part of every band energy. -/
theorem variational_bound_iff {H : Matrix G G ℂ} (hH : TranslationInvariant H) (m : ℝ) :
    (∀ v : G → ℂ, m * (star v ⬝ᵥ v).re ≤ (star v ⬝ᵥ H *ᵥ v).re) ↔
      ∀ χ : AddChar G ℂ, m ≤ (bandEnergy H χ).re := by
  have hc : (0 : ℝ) < Fintype.card G := Nat.cast_pos.mpr Fintype.card_pos
  constructor
  · intro h χ
    -- use the plane wave itself as trial vector
    have hn : star (⇑χ : G → ℂ) ⬝ᵥ ⇑χ = (Fintype.card G : ℂ) := by
      have h1 : ∀ i, conj (χ i) * χ i = 1 := by
        intro i
        rw [← AddChar.map_neg_eq_conj, ← AddChar.map_add_eq_mul, neg_add_cancel,
          AddChar.map_zero_eq_one]
      simp only [dotProduct, Pi.star_apply, Complex.star_def, h1]
      simp
    have h2 := h χ
    rw [mulVec_char hH, dotProduct_smul, hn, smul_eq_mul] at h2
    simp only [Complex.mul_re, Complex.natCast_re, Complex.natCast_im, mul_zero,
      sub_zero] at h2
    exact le_of_mul_le_mul_right h2 hc
  · intro h v
    have h1 := congrArg Complex.re (card_mul_form (mulVec_char hH) v)
    -- Parseval identity: the same expansion for the unit matrix
    have h2 := congrArg Complex.re (card_mul_form (H := (1 : Matrix G G ℂ))
      (E := fun _ => 1) (fun χ => by rw [one_mulVec, one_smul]) v)
    rw [one_mulVec] at h2
    simp only [one_mul, Complex.re_sum, Complex.mul_re, Complex.natCast_re, Complex.natCast_im,
      Complex.ofReal_re, Complex.ofReal_im, zero_mul, mul_zero, sub_zero] at h1 h2
    refine le_of_mul_le_mul_left ?_ hc
    rw [h1, mul_left_comm, h2, mul_sum]
    exact sum_le_sum fun χ _ => mul_le_mul_of_nonneg_right (h χ) (Complex.normSq_nonneg _)

end

end FiniteBloch
```

The bound is stated with \(v^\dagger v\) multiplied across, so no division occurs and \(v = 0\) gives \(0 \le 0\). For \(v \ne 0\) it says that the real part of the Rayleigh quotient \(v^\dagger H v / v^\dagger v\) is at least \(m\). The norm squared appears as `(star v ⬝ᵥ v).re` because the dot product has complex type, although its value is real. In the first half of the proof, `hn` is \(\chi^\dagger\chi = |G|\) and `h2` is the assumed bound at the trial vector \(\chi\). In the second half, `h1` and `h2` are the real parts of the two expansions, and `sum_le_sum` compares them term by term.

The theorem names no minimum. Since it holds for each real \(m\), the lower bounds of the real part of the Rayleigh quotient coincide with the lower bounds of the finitely many numbers \(\operatorname{Re}\varepsilon(\chi)\), and the largest of them is the smallest such number. When \(H\) is Hermitian the band energies are real, and this number is the one-particle ground-state energy. For a non-Hermitian invariant \(H\) the theorem constrains real parts only.

## Two inequivalent sites

Invariance is used in both directions of the variational equivalence, and each direction can fail without it. The examples that follow, like the cosine band above, are evaluated in the prose alone and are not among the Lean theorems. Take \(G = \mathbb{Z}_2\), whose characters are the vectors \((1,1)\) and \((1,-1)\), and set \(m = 0\).

Let \(H\) be diagonal with \(H_{00} = 0\) and \(H_{11} = -1\), an impurity level on site \(1\). The shift \(g = 1\) would require \(H_{11} = H_{00}\), so \(H\) is not invariant, and \(H(1,1) = (0,-1)\) is not a multiple of \((1,1)\). The row at the origin vanishes, so \(\varepsilon(\chi) = 0\) for both characters and \(m \le \operatorname{Re}\varepsilon(\chi)\) holds. The state \(v = (0,1)\) has \(v^\dagger v = 1\) and \(v^\dagger H v = -1\), below the bound.

For the opposite direction let \(H_{00} = 1\), \(H_{01} = H_{10} = 2\) and \(H_{11} = 4\). Then \(v^\dagger H v = |v_0 + 2v_1|^2 \ge 0\), so the variational bound holds for all \(v\), while the character \((1,-1)\) has \(\varepsilon = 1 - 2 = -1 < m\). In both cases the row at the origin no longer determines the other row, and \(\varepsilon(\chi)\) is not the eigenvalue of a plane wave.

```lean
#print axioms FiniteBloch.translationInvariant_iff_characters_eigen
#print axioms FiniteBloch.variational_bound_iff
```

```
'FiniteBloch.translationInvariant_iff_characters_eigen' depends on axioms: [propext, Classical.choice, Quot.sound]
'FiniteBloch.variational_bound_iff' depends on axioms: [propext, Classical.choice, Quot.sound]
```
